# Adding exchange with a positive definite interaction cannot lower the lowest eigenvalue of a finite Hermitian exciton Hamiltonian

After a Bethe–Salpeter calculation on a closed-shell system, one subtracts the lowest triplet energy from the lowest singlet energy and checks the sign of the difference. In a finite Tamm–Dancoff model with a static kernel and no spin–orbit coupling, the two energies come from the same Hermitian matrix \(H\), without exchange for triplets and with exchange for singlets. If the interaction in the exchange term is positive definite, a difference of the wrong sign beyond numerical error points to a fault in the matrices or the eigensolver.

## Pair amplitudes, transition densities and exchange

Let `n` label the electron–hole pairs and `g` the grid points, both finite. An amplitude is a complex vector \(A\) with components \(A_i\), and \(\langle x,y\rangle=\sum_i x_i^*y_i\), with the same notation on the grid.

In Lean 4 with Mathlib:

```lean
import Mathlib

open Matrix
open scoped ComplexOrder

namespace ExcitonExchangeSplitting

noncomputable section

variable {n g : Type*} [Fintype n] [Fintype g]
```

An eigenstate is a nonzero vector \(A\) with \(MA=EA\) and \(E\) real. For Hermitian \(M\), requiring a real eigenvalue loses nothing.

```lean
/-- The amplitude `A` is a nonzero eigenvector of `M` with real eigenvalue `E`. -/
def IsEigenstate (M : Matrix n n ℂ) (E : ℝ) (A : n → ℂ) : Prop :=
  A ≠ 0 ∧ M *ᵥ A = (E : ℂ) • A
```

The lowest energy is the least number that occurs as such an eigenvalue. `IsLeast` says both that the number occurs and that no smaller one does.

```lean
/-- `E` is the lowest real eigenvalue of `M`. -/
def IsLowestEnergy (M : Matrix n n ℂ) (E : ℝ) : Prop :=
  IsLeast {e : ℝ | ∃ A, IsEigenstate M e A} E
```

The next two definitions are the quadratic form \(\langle A,MA\rangle\) and the squared norm \(\langle A,A\rangle\), stored as real numbers. For Hermitian \(M\) the form is already real, so taking the real part discards nothing.

```lean
/-- The real part of the quadratic form `⟨A, M A⟩`. -/
def energy (M : Matrix n n ℂ) (A : n → ℂ) : ℝ := (star A ⬝ᵥ M *ᵥ A).re

/-- The squared norm `⟨A, A⟩` of an amplitude. -/
def weight (A : n → ℂ) : ℝ := (star A ⬝ᵥ A).re
```

The matrix \(R\) turns an amplitude into its transition density, \((RA)_x=\sum_i R_{xi}A_i\). For a pair \(i=(v,c)\) of valence and conduction orbitals, \(R_{xi}=\psi_c(x)\psi_v^*(x)\), with quadrature weights absorbed into \(V\). The exchange matrix is \(K=R^\dagger VR\).

```lean
/-- The exchange matrix `K = Rᴴ V R`, where `R` maps pair amplitudes to transition
densities on the grid and `V` is the interaction on the grid. -/
def exchange (R : Matrix g n ℂ) (V : Matrix g g ℂ) : Matrix n n ℂ := Rᴴ * V * R
```

The factor 2 is the one for spin singlets.

```lean
/-- The Hamiltonian with exchange, `H + 2K`. -/
def withExchange (H : Matrix n n ℂ) (R : Matrix g n ℂ) (V : Matrix g g ℂ) :
    Matrix n n ℂ := H + (2 : ℂ) • exchange R V
```

Positive definiteness of \(V\) (`V.PosDef`, which includes hermiticity) stands for the electrostatic fact that every nonzero charge distribution has positive self-energy. It is assumed here, not derived from the Coulomb kernel, and a particular discretisation may violate it. For instance, removing the uniform component of the interaction in a periodic cell leaves a matrix that is only semidefinite on the full grid. The matrix \(H\) may be any Hermitian matrix; its quasiparticle energies and screened attraction are not modelled separately. Coupling to antiresonant pairs and frequency-dependent kernels are not covered.

## (a) The norm of a nonzero amplitude

Show that for \(A\neq0\)
\[
\langle A,A\rangle>0 .
\]

The left side is \(\sum_i|A_i|^2\). No term is negative, and at least one is positive because some \(A_i\neq0\).

The code obtains this from the positive definiteness of the identity matrix. Its inequality is stated in the order on \(\mathbb C\), where \(0<z\) means that \(z\) is real and positive, and the last line extracts the real part.

```lean
/-- A nonzero amplitude has positive squared norm. -/
theorem weight_pos {A : n → ℂ} (hA : A ≠ 0) : 0 < weight A := by
  classical
  have h := (Matrix.PosDef.one (n := n) (R := ℂ)).dotProduct_mulVec_pos hA
  rw [Matrix.one_mulVec] at h
  exact (Complex.lt_def.mp h).1
```

## (b) Existence of a lowest eigenvalue

Let \(M\) be Hermitian on a nonempty pair space. Show that the following minimum exists:
\[
\min\{e\in\mathbb R:\ Mx=ex\ \text{for some}\ x\neq0\}.
\]

The spectral theorem gives an orthonormal basis \(u_i\) with \(Mu_i=\lambda_iu_i\) and real \(\lambda_i\). There are finitely many \(\lambda_i\), and at least one, so a smallest one exists, and it has an eigenvector. Now let \(Mx=ex\) with \(x\neq0\). Taking the inner product with \(u_i\) gives \((\lambda_i-e)\langle u_i,x\rangle=0\). Some \(\langle u_i,x\rangle\) is nonzero, so \(e\) equals that \(\lambda_i\) and is no smaller than the minimum.

`Finite.exists_min` picks the smallest \(\lambda_i\). To show that \(e\) is in the list, the code argues by inversion: if \(e-M\) had a left inverse \(B\), then \(x=B(e-M)x=0\), a contradiction.

```lean
/-- A Hermitian matrix on a nonempty pair space has a lowest eigenvalue. -/
theorem exists_lowestEnergy [Nonempty n] {M : Matrix n n ℂ} (hM : M.IsHermitian) :
    ∃ E, IsLowestEnergy M E := by
  classical
  obtain ⟨i, hi⟩ := Finite.exists_min hM.eigenvalues
  refine ⟨hM.eigenvalues i, ⟨(hM.eigenvectorBasis i).ofLp, ?_, ?_⟩, ?_⟩
  · intro h
    exact hM.eigenvectorBasis.orthonormal.ne_zero i (by ext j; exact congrFun h j)
  · rw [hM.mulVec_eigenvectorBasis i]
    ext j
    simp
  · -- every real eigenvalue occurs in the list given by the spectral theorem
    rintro e ⟨x, hx0, hx⟩
    have he : e ∈ spectrum ℝ M := by
      rw [spectrum.mem_iff]
      intro hu
      obtain ⟨B, hB⟩ := hu.exists_left_inv
      have hz : (algebraMap ℝ (Matrix n n ℂ) e - M) *ᵥ x = 0 := by
        rw [Matrix.sub_mulVec, hx, Algebra.algebraMap_eq_smul_one,
          Matrix.smul_mulVec, Matrix.one_mulVec]
        ext j
        simp
      apply hx0
      calc x = (B * (algebraMap ℝ (Matrix n n ℂ) e - M)) *ᵥ x := by
            rw [hB, Matrix.one_mulVec]
        _ = 0 := by rw [← Matrix.mulVec_mulVec, hz, Matrix.mulVec_zero]
    rw [hM.spectrum_real_eq_range_eigenvalues] at he
    obtain ⟨k, rfl⟩ := he
    exact hi k
```

## (c) The variational bound

Let \(E\) be the lowest eigenvalue of a Hermitian matrix \(M\). Show that every amplitude satisfies
\[
E\,\langle A,A\rangle\le\langle A,MA\rangle .
\]

Expand \(A=\sum_i c_iu_i\) in the eigenvectors of \(M\). Then
\[
\langle A,MA\rangle-E\langle A,A\rangle=\sum_i(\lambda_i-E)|c_i|^2\ge0,
\]
because \(\lambda_i\ge E\) for every \(i\).

The code diagonalises \(M-E\) instead. If \(\mu_i\) is one of its eigenvalues, then \(\mu_i+E\) is an eigenvalue of \(M\), so \(\mu_i\ge0\). Hence \(M-E\) is positive semidefinite, and evaluating its quadratic form at \(A\) gives the bound.

```lean
/-- Variational principle: for Hermitian `M` with lowest eigenvalue `E`, every amplitude
satisfies `E ⟨A, A⟩ ≤ ⟨A, M A⟩`. -/
theorem variational {M : Matrix n n ℂ} (hM : M.IsHermitian) {E : ℝ}
    (hE : IsLowestEnergy M E) (A : n → ℂ) : E * weight A ≤ energy M A := by
  classical
  have hB : (M - (E : ℂ) • (1 : Matrix n n ℂ)).IsHermitian :=
    hM.sub (by simp [Matrix.IsHermitian, Matrix.conjTranspose_smul])
  -- the shifted matrix has no negative eigenvalue
  have hpos : (M - (E : ℂ) • (1 : Matrix n n ℂ)).PosSemidef := by
    rw [hB.posSemidef_iff_eigenvalues_nonneg]
    intro i
    have hv := hB.mulVec_eigenvectorBasis i
    rw [Matrix.sub_mulVec, Matrix.smul_mulVec, Matrix.one_mulVec] at hv
    have hmem : IsEigenstate M (hB.eigenvalues i + E) (hB.eigenvectorBasis i).ofLp := by
      refine ⟨fun h => hB.eigenvectorBasis.orthonormal.ne_zero i
        (by ext j; exact congrFun h j), ?_⟩
      rw [sub_eq_iff_eq_add.mp hv]
      ext j
      simp [add_mul]
    have hle : E ≤ hB.eigenvalues i + E := hE.2 ⟨_, hmem⟩
    show (0 : ℝ) ≤ hB.eigenvalues i
    linarith
  have h := (Complex.le_def.mp (hpos.dotProduct_mulVec_nonneg A)).1
  rw [Matrix.sub_mulVec, Matrix.smul_mulVec, Matrix.one_mulVec, dotProduct_sub,
    dotProduct_smul, smul_eq_mul, Complex.sub_re, Complex.re_ofReal_mul,
    Complex.zero_re] at h
  unfold energy weight
  linarith
```

## (d) The quadratic form in an eigenstate

Let \(MA=EA\) with \(A\neq0\) and \(E\) real. Show that
\[
\langle A,MA\rangle=E\,\langle A,A\rangle .
\]

Substitute \(MA=EA\) and take the number \(E\) out of the second slot of the inner product. Hermiticity plays no part, and the code makes the same substitution through `h.2`.

```lean
/-- An eigenvector of `M` with eigenvalue `E` satisfies `⟨A, M A⟩ = E ⟨A, A⟩`. -/
theorem energy_eigenstate {M : Matrix n n ℂ} {E : ℝ} {A : n → ℂ}
    (h : IsEigenstate M E A) : energy M A = E * weight A := by
  unfold energy weight
  rw [h.2, dotProduct_smul, smul_eq_mul, Complex.re_ofReal_mul]
```

## (e) The sign of the exchange matrix

Let \(V\) be positive definite. Show that
\[
K^\dagger=K,\qquad \langle A,KA\rangle\ge0\quad\text{for all }A .
\]

Since \(V^\dagger=V\), we have \(K^\dagger=R^\dagger V^\dagger R=K\). Moving \(R^\dagger\) to the left slot gives \(\langle A,R^\dagger VRA\rangle=\langle RA,VRA\rangle\ge0\). The form can vanish for \(A\neq0\), since \(R\) may send a nonzero amplitude to zero; \(K\) is therefore semidefinite in general, even though \(V\) is definite.

`PosSemidef` contains both statements, and Mathlib has a lemma for products of this shape.

```lean
/-- For a positive definite interaction `V`, the exchange matrix is positive semidefinite. -/
theorem exchange_posSemidef (R : Matrix g n ℂ) {V : Matrix g g ℂ} (hV : V.PosDef) :
    (exchange R V).PosSemidef :=
  hV.posSemidef.conjTranspose_mul_mul_same R
```

## (f) The energy cost of exchange

Show that for every amplitude
\[
\langle A,(H+2K)A\rangle=\langle A,HA\rangle+2\,\langle RA,V\,RA\rangle .
\]

By linearity the left side is \(\langle A,HA\rangle+2\langle A,KA\rangle\), and
\[
\langle A,KA\rangle=A^\dagger R^\dagger VRA=(RA)^\dagger V(RA).
\]
Exchange thus adds twice the interaction energy of the transition density, where the interaction energy of a density \(d\) means \(\langle d,Vd\rangle\), without the factor \(\tfrac12\) of the electrostatic self-energy.

In the code `hK` is this last identity, and the rest is linearity. The theorem equates real parts and needs no hypothesis on \(H\) or \(V\). The definition `energy` appears twice for pair space and once for the grid.

```lean
/-- The real part of `⟨A, (H + 2K) A⟩` is that of `⟨A, H A⟩` plus twice that of `⟨d, V d⟩`, where
`d = R A` is the transition density of `A`. -/
theorem energy_withExchange (H : Matrix n n ℂ) (R : Matrix g n ℂ) (V : Matrix g g ℂ)
    (A : n → ℂ) :
    energy (withExchange H R V) A = energy H A + 2 * energy V (R *ᵥ A) := by
  have hK : star A ⬝ᵥ exchange R V *ᵥ A = star (R *ᵥ A) ⬝ᵥ V *ᵥ (R *ᵥ A) := by
    rw [Matrix.star_mulVec, ← Matrix.dotProduct_mulVec]
    simp only [exchange, Matrix.mulVec_mulVec, Matrix.mul_assoc]
  unfold energy withExchange
  rw [Matrix.add_mulVec, Matrix.smul_mulVec, dotProduct_add, dotProduct_smul, hK]
  simp
```

## (g) Densities without interaction energy

Let \(V\) be positive definite. Show that every density \(d\) on the grid satisfies
\[
\langle d,Vd\rangle\ge0,\qquad \langle d,Vd\rangle=0\iff d=0 .
\]

If \(d=0\), the form is zero. If \(d\neq0\), it is strictly positive by the definition of positive definiteness. These two cases settle both claims, and `by_cases` makes the same division.

```lean
/-- For a positive definite interaction, a density has nonnegative interaction energy,
and this energy is zero exactly when the density vanishes. -/
theorem density_energy {V : Matrix g g ℂ} (hV : V.PosDef) (d : g → ℂ) :
    0 ≤ energy V d ∧ (energy V d = 0 ↔ d = 0) := by
  by_cases hd : d = 0
  · subst hd
    simp [energy]
  · have h : 0 < energy V d := (Complex.lt_def.mp (hV.dotProduct_mulVec_pos hd)).1
    exact ⟨h.le, fun h0 => absurd h0 h.ne', fun h0 => absurd h0 hd⟩
```

## (h) The lowest energies with and without exchange

Let \(H\) be Hermitian and \(V\) positive definite, and let \(E_0\) and \(E_1\) be the lowest eigenvalues of \(H\) and \(H+2K\). Show that
\[
E_0\le E_1,\qquad
E_1=E_0\iff\exists A\neq0:\ HA=E_0A,\ RA=0 .
\]

Take a ground vector \(B\) of \(H+2K\). Parts (c), (d), (f) and (g) give
\[
E_0\langle B,B\rangle\le\langle B,HB\rangle
=E_1\langle B,B\rangle-2\langle RB,V\,RB\rangle
\le E_1\langle B,B\rangle .
\]
By (a) we may divide by \(\langle B,B\rangle\), which gives \(E_0\le E_1\).

If \(E_1=E_0\), the two ends of the chain coincide, so \(\langle RB,V\,RB\rangle=0\), and (g) gives \(RB=0\). Then \(KB=R^\dagger V(RB)=0\), hence \(HB=(H+2K)B=E_0B\), and \(B\) is the required ground vector of \(H\).

Conversely, let \(A\) be a ground vector of \(H\) with \(RA=0\). Then \((H+2K)A=HA=E_0A\), so \(E_0\) is an eigenvalue of \(H+2K\) and \(E_1\le E_0\). Together with the first inequality this gives equality.

The condition asks for a transition density that vanishes at every grid point, which is more than a vanishing transition dipole. If the ground level of \(H\) is degenerate, one such vector in it is enough.

In the code, `h₀` and `h₁` say that \(E_0\) and \(E_1\) are lowest eigenvalues. The auxiliary statement `dark` says that \(H+2K\) acts as \(H\) on amplitudes with \(RA=0\), and it is used in both directions of the equivalence. `hvar` and `hen` hold the inequality and the equality in the chain, and `linarith` combines them.

```lean
/-- Exchange splitting: for Hermitian `H` and positive definite `V`, the lowest eigenvalue
of `H + 2K` is at least that of `H`, and the two agree exactly when some ground vector of
`H` has zero transition density. -/
theorem exchange_splitting {H : Matrix n n ℂ} (hH : H.IsHermitian) (R : Matrix g n ℂ)
    {V : Matrix g g ℂ} (hV : V.PosDef) {E₀ E₁ : ℝ} (h₀ : IsLowestEnergy H E₀)
    (h₁ : IsLowestEnergy (withExchange H R V) E₁) :
    E₀ ≤ E₁ ∧ (E₁ = E₀ ↔ ∃ A, IsEigenstate H E₀ A ∧ R *ᵥ A = 0) := by
  -- exchange does not act on amplitudes without transition density
  have dark : ∀ A : n → ℂ, R *ᵥ A = 0 → withExchange H R V *ᵥ A = H *ᵥ A := by
    intro A hA
    rw [withExchange, Matrix.add_mulVec, Matrix.smul_mulVec, exchange,
      ← Matrix.mulVec_mulVec, hA, Matrix.mulVec_zero, smul_zero, add_zero]
  -- compare energies in a ground vector of the Hamiltonian with exchange
  obtain ⟨B, hB⟩ := h₁.1
  have hw := weight_pos hB.1
  have hvar := variational hH h₀ B
  have hen := energy_eigenstate hB
  rw [energy_withExchange] at hen
  obtain ⟨hnn, hzero⟩ := density_energy hV (R *ᵥ B)
  have hle : E₀ ≤ E₁ := le_of_mul_le_mul_right (by linarith) hw
  refine ⟨hle, ?_, ?_⟩
  · intro h
    rw [h] at hen
    have hRB : R *ᵥ B = 0 := hzero.mp (by linarith)
    refine ⟨B, ⟨hB.1, ?_⟩, hRB⟩
    rw [← dark B hRB, hB.2, h]
  · rintro ⟨A, hA, hRA⟩
    have hle' : E₁ ≤ E₀ := h₁.2 ⟨A, hA.1, by rw [dark A hRA, hA.2]⟩
    exact le_antisymm hle' hle
```

## (i) A ceiling on the splitting

Keep \(H\) Hermitian, \(V\) positive definite and \(E_1\) the lowest eigenvalue of \(H+2K\). Let \(HA=E_0A\) with \(\langle A,A\rangle=1\). Show that
\[
E_1-E_0\le2\,\langle RA,V\,RA\rangle .
\]

The matrix \(H+2K\) is Hermitian by (e), so (c) applies to it with \(A\) as trial state. With (f) and (d),
\[
E_1\le\langle A,(H+2K)A\rangle=E_0+2\langle RA,V\,RA\rangle .
\]

For a nondegenerate ground level of \(H\), the right side of the target is the first-order exchange shift, so in this finite model first-order perturbation theory cannot underestimate the splitting of the lowest levels. For an eigenvector of \(H\) above the ground level the inequality still holds, but \(E_1-E_0\) is then not the splitting of the lowest levels.

The code first establishes hermiticity as `hS`, then applies `variational` to the trial state and rewrites with (f), (d) and the normalisation.

```lean
/-- For Hermitian `H` and positive definite `V`, the lowest eigenvalue `E₁` of `H + 2K` exceeds the
eigenvalue `E₀` of any normalized eigenvector `A` of `H` by at most `2 ⟨R A, V R A⟩`. -/
theorem splitting_le {H : Matrix n n ℂ} (hH : H.IsHermitian) (R : Matrix g n ℂ)
    {V : Matrix g g ℂ} (hV : V.PosDef) {E₀ E₁ : ℝ}
    (h₁ : IsLowestEnergy (withExchange H R V) E₁) {A : n → ℂ}
    (hA : IsEigenstate H E₀ A) (hnorm : weight A = 1) :
    E₁ - E₀ ≤ 2 * energy V (R *ᵥ A) := by
  have hK : (exchange R V)ᴴ = exchange R V := (exchange_posSemidef R hV).isHermitian
  have hS : (withExchange H R V).IsHermitian := by
    unfold Matrix.IsHermitian withExchange
    rw [Matrix.conjTranspose_add, Matrix.conjTranspose_smul, hK, hH.eq]
    simp
  -- use the eigenvector `A` of `H` as a trial state
  have h := variational hS h₁ A
  rw [energy_withExchange, energy_eigenstate hA, hnorm] at h
  linarith

end

end ExcitonExchangeSplitting
```

```lean
#print axioms ExcitonExchangeSplitting.exists_lowestEnergy
-- 'ExcitonExchangeSplitting.exists_lowestEnergy' depends on axioms: [propext, Classical.choice, Quot.sound]
#print axioms ExcitonExchangeSplitting.exchange_splitting
-- 'ExcitonExchangeSplitting.exchange_splitting' depends on axioms: [propext, Classical.choice, Quot.sound]
#print axioms ExcitonExchangeSplitting.splitting_le
-- 'ExcitonExchangeSplitting.splitting_le' depends on axioms: [propext, Classical.choice, Quot.sound]
```
